# Concavity of the Bethe entropy on a cycle, and its failure for two species with more edges than sites

## Pair distributions as the variables of an alloy

To find the equilibrium state of an alloy in the pair approximation, one minimises a free energy over short-range order, and the first choice is what to vary. Here the variables are a distribution P_e of species pairs on each edge e and a distribution p_v of species on each site v. They need only agree locally: the marginals of P_e are the distributions of the two sites it joins. No joint distribution of the whole lattice is required.

With z_v the coordination number and S(p) = −∑ p log p, in units of Boltzmann's constant, the Bethe entropy is

S_B = ∑_e S(P_e) − ∑_v (z_v − 1) S(p_v).

The site terms enter with a minus sign when z_v > 1, so concavity is not obvious. Where it holds, a pair energy linear in P_e gives a convex free energy, and every local minimum is global. For a finite ring in the pair approximation this applies at every positive temperature.

## What is stated

A finite graph is a pair of maps `src` and `tgt` from edges to sites; loops and parallel edges are allowed. The orientation fixes which member of a pair comes first. `ends` counts edge ends, so z_v is `ends src v + ends tgt v`. `localPolytope` is the set of normalised, locally consistent configurations.

- `condEntropy_concaveOn`: the entropy of a pair minus that of its first marginal is concave on nonnegative weights, normalised or not.
- `betheEntropy_concaveOn`: S_B is concave on `localPolytope` if no two edges point to the same site (`tgt` injective).
- `betheEntropy_cycle_concaveOn`: this holds for the cycle of n ≥ 1 sites. For n = 1 the cycle is a loop, for n = 2 two parallel edges.
- `betheEntropy_not_concaveOn`: for two species and more edges than sites, concavity fails.

Graphs with no such orientation but at most as many edges as sites are left undecided. Applied to a real alloy, the model approximates the true configurational entropy by S_B; a fixed lattice and an energy linear in the pair distributions are further approximations.

## Derivation

**Tangent bound.** Let 0 < u ≤ v and r > 0. Putting x = vr/u in log x ≤ x − 1 and multiplying by u gives

u log r + u − vr ≤ u log(u/v).

For u = 0 it reads −vr ≤ 0.

**Joint convexity.** Take weights s, t ≥ 0 and set U = su₁ + tu₂, V = sv₁ + tv₂. If U = 0, both sides below vanish. Otherwise choose r = U/V and add the two bounds with weights s and t. Since Vr = U, the left side reduces to U log r:

U log(U/V) ≤ s u₁ log(u₁/v₁) + t u₂ log(u₂/v₂).

**Conditional entropy.** With p(x) = ∑_y P(x,y),

S(P) − S(p) = −∑ P(x,y) log(P(x,y)/p(x)).

Here P(x,y) ≤ p(x), and p is linear in P. Summing the inequality over x and y gives concavity.

**Graph.** Let in_v and out_v count the edges entering and leaving v, so z_v = in_v + out_v. By consistency, ∑_v out_v S(p_v) is the sum over edges of the entropy of the source site. Hence

S_B = ∑_e [S(P_e) − S(p_src(e))] + ∑_v (1 − in_v) S(p_v).

If in_v ≤ 1, every term is concave. On a cycle in_v = 1, and the site terms vanish.

**Failure.** Let all sites hold A, or all hold B. Both states have S_B = 0. In their equal mixture every edge and site has entropy log 2, and ∑_v z_v = 2|E|, so

S_B = (|V| − |E|) log 2.

Concavity would require this to be at least 0, but it is negative when |E| > |V|.

## The quasi-chemical equation on a ring

Consider a uniform binary ring with fraction c of A, 0 < c < 1, and energy ε per unlike bond. Put P_AB = P_BA = w, P_AA = c − w and P_BB = 1 − c − w. Setting the derivative of 2εw − kT[S(P) − S(p)] to zero gives

w² / ((c − w)(1 − c − w)) = exp(−2ε/kT).

At fixed c the term S(p) is constant and S(P) is concave in w, so the root with all pair probabilities positive minimises this free energy. This step does not depend on the ring; what the ring adds is concavity when the site distributions vary as well.

## The Lean file

```lean
import Mathlib

open Finset

namespace BetheConvexity

noncomputable section

variable {X Y E V : Type*} [Fintype X] [Fintype Y] [Fintype E] [Fintype V] [DecidableEq V]

/-- The entropy `-∑ p log p` of weights on a finite set, in units of Boltzmann's constant. -/
def entropy (p : X → ℝ) : ℝ := ∑ x, Real.negMulLog (p x)

/-- The first marginal of weights on pairs. -/
def firstMarginal (P : X × Y → ℝ) (x : X) : ℝ := ∑ y, P (x, y)

/-- The second marginal of weights on pairs. -/
def secondMarginal (P : X × Y → ℝ) (y : Y) : ℝ := ∑ x, P (x, y)

/-- The conditional entropy: entropy of the pair minus entropy of its first member. -/
def condEntropy (P : X × Y → ℝ) : ℝ := entropy P - entropy (firstMarginal P)

/-- The number of edges whose end, as given by the map `f`, is the site `v`. -/
def ends (f : E → V) (v : V) : ℕ := (univ.filter fun e => f e = v).card

/-- Pair distributions on the edges together with distributions on the sites. -/
abbrev Config (E V X : Type*) := (E → X × X → ℝ) × (V → X → ℝ)

/-- The locally consistent configurations: all entries are probability distributions, and the
marginals of each edge are the distributions of the two sites it joins. -/
def localPolytope (src tgt : E → V) : Set (Config E V X) :=
  {q | (∀ e, q.1 e ∈ stdSimplex ℝ (X × X)) ∧ (∀ v, q.2 v ∈ stdSimplex ℝ X) ∧
    ∀ e, firstMarginal (q.1 e) = q.2 (src e) ∧ secondMarginal (q.1 e) = q.2 (tgt e)}

/-- The Bethe entropy: the sum of the edge entropies, minus each site entropy times
the coordination number of the site less one. -/
def betheEntropy (src tgt : E → V) (q : Config E V X) : ℝ :=
  ∑ e, entropy (q.1 e) - ∑ v, ((ends src v : ℝ) + ends tgt v - 1) * entropy (q.2 v)

/-- The function `u log (u / v)` is jointly convex on `0 ≤ u ≤ v`, written here for a mixture
of two points with nonnegative weights `s` and `t`. -/
theorem relative_log_convex {u₁ v₁ u₂ v₂ s t : ℝ} (hu₁ : 0 ≤ u₁) (h₁ : u₁ ≤ v₁)
    (hu₂ : 0 ≤ u₂) (h₂ : u₂ ≤ v₂) (hs : 0 ≤ s) (ht : 0 ≤ t) :
    (s * u₁ + t * u₂) * (Real.log (s * u₁ + t * u₂) - Real.log (s * v₁ + t * v₂)) ≤
      s * (u₁ * (Real.log u₁ - Real.log v₁)) + t * (u₂ * (Real.log u₂ - Real.log v₂)) := by
  -- the tangent bound, from log x ≤ x - 1
  have tangent : ∀ u v r : ℝ, 0 ≤ u → u ≤ v → 0 < r →
      u * Real.log r + u - v * r ≤ u * (Real.log u - Real.log v) := by
    intro u v r hu huv hr
    rcases hu.eq_or_lt with rfl | hu
    · have := mul_nonneg huv hr.le
      linarith
    · have hv : 0 < v := hu.trans_le huv
      have h := Real.log_le_sub_one_of_pos (div_pos (mul_pos hv hr) hu)
      rw [Real.log_div (mul_pos hv hr).ne' hu.ne', Real.log_mul hv.ne' hr.ne'] at h
      have h' := mul_le_mul_of_nonneg_left h hu.le
      have e : u * (v * r / u - 1) = v * r - u := by field_simp
      rw [e] at h'
      linarith
  have a₁ := mul_nonneg hs hu₁
  have a₂ := mul_nonneg ht hu₂
  rcases (add_nonneg a₁ a₂).eq_or_lt with h0 | hpos
  · have z₁ : s * u₁ = 0 := by linarith
    have z₂ : t * u₂ = 0 := by linarith
    rw [← mul_assoc, ← mul_assoc, z₁, z₂]
    simp
  · have hv : 0 < s * v₁ + t * v₂ := by
      have := mul_le_mul_of_nonneg_left h₁ hs
      have := mul_le_mul_of_nonneg_left h₂ ht
      linarith
    -- the tangent is taken at the ratio of the mixture
    obtain ⟨r, hr⟩ : ∃ r, r = (s * u₁ + t * u₂) / (s * v₁ + t * v₂) := ⟨_, rfl⟩
    have hrpos : 0 < r := hr ▸ div_pos hpos hv
    have hlog : Real.log r = Real.log (s * u₁ + t * u₂) - Real.log (s * v₁ + t * v₂) := by
      rw [hr, Real.log_div hpos.ne' hv.ne']
    have hmul : (s * v₁ + t * v₂) * r = s * u₁ + t * u₂ := by
      rw [hr, mul_div_cancel₀ _ hv.ne']
    have b₁ := mul_le_mul_of_nonneg_left (tangent u₁ v₁ r hu₁ h₁ hrpos) hs
    have b₂ := mul_le_mul_of_nonneg_left (tangent u₂ v₂ r hu₂ h₂ hrpos) ht
    rw [← hlog]
    linarith

/-- The conditional entropy is minus the sum of `P(x,y) log (P(x,y) / p(x))`, where `p` is
the first marginal and the logarithm of the ratio is written as a difference. -/
theorem condEntropy_eq (P : X × Y → ℝ) : condEntropy P =
    -∑ x, ∑ y, P (x, y) * (Real.log (P (x, y)) - Real.log (firstMarginal P x)) := by
  have h : ∀ x, ∑ y, P (x, y) * Real.log (firstMarginal P x) =
      firstMarginal P x * Real.log (firstMarginal P x) := fun x => by
    rw [← Finset.sum_mul, firstMarginal]
  simp only [condEntropy, entropy, Real.negMulLog, Fintype.sum_prod_type, mul_sub,
    Finset.sum_sub_distrib, h, neg_mul, Finset.sum_neg_distrib]
  ring

/-- The entropy of a pair minus the entropy of its first marginal is concave on nonnegative
weights, normalised or not. -/
theorem condEntropy_concaveOn :
    ConcaveOn ℝ {P : X × Y → ℝ | ∀ z, 0 ≤ P z} condEntropy := by
  refine ⟨fun P hP Q hQ s t hs ht _ z =>
    add_nonneg (mul_nonneg hs (hP z)) (mul_nonneg ht (hQ z)), ?_⟩
  intro P hP Q hQ s t hs ht _
  have le_marg : ∀ R : X × Y → ℝ, (∀ z, 0 ≤ R z) → ∀ x y, R (x, y) ≤ firstMarginal R x :=
    fun R hR x y => Finset.single_le_sum (f := fun y => R (x, y))
      (fun y _ => hR (x, y)) (Finset.mem_univ y)
  have hm : ∀ x, firstMarginal (s • P + t • Q) x =
      s * firstMarginal P x + t * firstMarginal Q x := fun x => by
    simp [firstMarginal, Finset.sum_add_distrib, Finset.mul_sum]
  -- joint convexity, summed over all pairs of states
  have key := Finset.sum_le_sum fun x (_ : x ∈ (univ : Finset X)) =>
    Finset.sum_le_sum fun y (_ : y ∈ (univ : Finset Y)) =>
      relative_log_convex (hP (x, y)) (le_marg P hP x y) (hQ (x, y)) (le_marg Q hQ x y) hs ht
  simp only [Finset.sum_add_distrib, ← Finset.mul_sum] at key
  simp only [condEntropy_eq, hm, Pi.add_apply, Pi.smul_apply, smul_eq_mul]
  linarith

/-- Summing a site quantity over the ends `f e` of all edges `e` counts each site as often as edges
end there. -/
theorem sum_ends (f : E → V) (F : V → ℝ) : ∑ v, (ends f v : ℝ) * F v = ∑ e, F (f e) := by
  rw [← Finset.sum_fiberwise univ f]
  refine Finset.sum_congr rfl fun v _ => ?_
  have h : ∑ e ∈ univ.filter (fun e => f e = v), F (f e) =
      ∑ e ∈ univ.filter (fun e => f e = v), F v :=
    Finset.sum_congr rfl fun e he => by rw [(Finset.mem_filter.mp he).2]
  rw [h, Finset.sum_const, nsmul_eq_mul, ends]

/-- On locally consistent configurations the Bethe entropy is the sum of the conditional
entropies of the edges and of the site entropies weighted by one minus the number of
incoming edges. -/
theorem betheEntropy_eq (src tgt : E → V) {q : Config E V X} (hq : q ∈ localPolytope src tgt) :
    betheEntropy src tgt q =
      ∑ e, condEntropy (q.1 e) + ∑ v, (1 - (ends tgt v : ℝ)) * entropy (q.2 v) := by
  obtain ⟨_, _, hc⟩ := hq
  have h₁ : ∀ e, condEntropy (q.1 e) = entropy (q.1 e) - entropy (q.2 (src e)) :=
    fun e => by rw [condEntropy, (hc e).1]
  have h₂ : ∑ v, (ends src v : ℝ) * entropy (q.2 v) = ∑ e, entropy (q.2 (src e)) :=
    sum_ends src fun v => entropy (q.2 v)
  simp only [betheEntropy, h₁, sub_mul, add_mul, one_mul, Finset.sum_sub_distrib,
    Finset.sum_add_distrib]
  linarith

/-- If the edges of a finite graph are oriented so that no two of them point to the same site,
the Bethe entropy is concave on the locally consistent configurations. -/
theorem betheEntropy_concaveOn (src tgt : E → V) (htgt : Function.Injective tgt) :
    ConcaveOn ℝ (localPolytope (X := X) src tgt) (betheEntropy (X := X) src tgt) := by
  have hconv : Convex ℝ (localPolytope (X := X) src tgt) := by
    rintro q ⟨q₁, q₂, q₃⟩ r ⟨r₁, r₂, r₃⟩ s t hs ht hst
    refine ⟨fun e => convex_stdSimplex ℝ _ (q₁ e) (r₁ e) hs ht hst,
      fun v => convex_stdSimplex ℝ _ (q₂ v) (r₂ v) hs ht hst, fun e => ⟨?_, ?_⟩⟩
    · ext x
      simp [← (q₃ e).1, ← (r₃ e).1, firstMarginal, Finset.sum_add_distrib, Finset.mul_sum]
    · ext x
      simp [← (q₃ e).2, ← (r₃ e).2, secondMarginal, Finset.sum_add_distrib, Finset.mul_sum]
  refine ⟨hconv, fun q hq r hr s t hs ht hst => ?_⟩
  rw [betheEntropy_eq src tgt hq, betheEntropy_eq src tgt hr,
    betheEntropy_eq src tgt (hconv hq hr hs ht hst)]
  obtain ⟨q₁, q₂, _⟩ := hq
  obtain ⟨r₁, r₂, _⟩ := hr
  -- edges: concavity of the conditional entropy
  have hA : ∑ e, (s * condEntropy (q.1 e) + t * condEntropy (r.1 e)) ≤
      ∑ e, condEntropy ((s • q + t • r).1 e) :=
    Finset.sum_le_sum fun e _ => condEntropy_concaveOn.2 (q₁ e).1 (r₁ e).1 hs ht hst
  -- sites: the remaining weights are nonnegative
  have hB : ∑ v, (s * ((1 - (ends tgt v : ℝ)) * entropy (q.2 v)) +
      t * ((1 - (ends tgt v : ℝ)) * entropy (r.2 v))) ≤
      ∑ v, (1 - (ends tgt v : ℝ)) * entropy ((s • q + t • r).2 v) := by
    refine Finset.sum_le_sum fun v _ => ?_
    have hc : ends tgt v ≤ 1 := Finset.card_le_one.mpr fun a ha b hb =>
      htgt ((Finset.mem_filter.mp ha).2.trans (Finset.mem_filter.mp hb).2.symm)
    have hc' : (0 : ℝ) ≤ 1 - ends tgt v := sub_nonneg.mpr (by exact_mod_cast hc)
    have hS : s * entropy (q.2 v) + t * entropy (r.2 v) ≤ entropy ((s • q + t • r).2 v) := by
      simp only [entropy, Finset.mul_sum, ← Finset.sum_add_distrib]
      exact Finset.sum_le_sum fun x _ =>
        Real.concaveOn_negMulLog.2 ((q₂ v).1 x) ((r₂ v).1 x) hs ht hst
    have := mul_le_mul_of_nonneg_left hS hc'
    linarith
  simp only [Finset.sum_add_distrib, ← Finset.mul_sum] at hA hB
  simp only [smul_eq_mul]
  linarith

/-- The Bethe entropy of a single cycle of `n ≥ 1` sites is concave on the locally consistent
configurations. -/
theorem betheEntropy_cycle_concaveOn (n : ℕ) [NeZero n] :
    ConcaveOn ℝ (localPolytope (X := X) (fun i : ZMod n => i) (fun i => i + 1))
      (betheEntropy (X := X) (fun i : ZMod n => i) (fun i => i + 1)) :=
  betheEntropy_concaveOn _ _ fun _ _ h => add_right_cancel h

/-- The configuration of a two-species lattice in which every site holds species `b`. -/
def ordered (E V : Type*) (b : Bool) : Config E V Bool :=
  (fun _ z => if z = (b, b) then 1 else 0, fun _ x => if x = b then 1 else 0)

/-- For two species on a finite graph with more edges than sites, the Bethe entropy is not
concave on the locally consistent configurations. -/
theorem betheEntropy_not_concaveOn (src tgt : E → V) (h : Fintype.card V < Fintype.card E) :
    ¬ ConcaveOn ℝ (localPolytope (X := Bool) src tgt) (betheEntropy (X := Bool) src tgt) := by
  intro hcon
  have hmem : ∀ b, ordered E V b ∈ localPolytope src tgt := by
    intro b
    refine ⟨fun e => ⟨fun z => ?_, ?_⟩, fun v => ⟨fun x => ?_, ?_⟩, fun e => ⟨?_, ?_⟩⟩
    · simp only [ordered]
      split_ifs <;> norm_num
    · simp [ordered]
    · simp only [ordered]
      split_ifs <;> norm_num
    · simp [ordered]
    · ext x
      cases x <;> cases b <;> simp [ordered, firstMarginal]
    · ext x
      cases x <;> cases b <;> simp [ordered, secondMarginal]
  have hzero : ∀ b, betheEntropy src tgt (ordered E V b) = 0 := by
    intro b
    cases b <;> simp [betheEntropy, entropy, ordered, Fintype.sum_prod_type]
  have hmix := hcon.2 (hmem true) (hmem false) (by norm_num : (0 : ℝ) ≤ 1 / 2)
    (by norm_num : (0 : ℝ) ≤ 1 / 2) (by norm_num)
  -- in the equal mixture every edge and every site has entropy log 2
  have hhalf : Real.negMulLog (1 / 2) = Real.log 2 / 2 := by
    rw [Real.negMulLog, one_div, Real.log_inv]
    ring
  have hedge : ∀ e, entropy (((1 / 2 : ℝ) • ordered E V true +
      (1 / 2 : ℝ) • ordered E V false).1 e) = Real.log 2 := by
    intro e
    simp [entropy, ordered, Fintype.sum_prod_type, -one_div, hhalf]
  have hsite : ∀ v, entropy (((1 / 2 : ℝ) • ordered E V true +
      (1 / 2 : ℝ) • ordered E V false).2 v) = Real.log 2 := by
    intro v
    simp [entropy, ordered, -one_div, hhalf]
  have hends : ∀ f : E → V, ∑ v, (ends f v : ℝ) * Real.log 2 =
      Fintype.card E * Real.log 2 :=
    fun f => (sum_ends f fun _ => Real.log 2).trans (by simp)
  rw [hzero, hzero] at hmix
  simp only [betheEntropy, hedge, hsite, sub_mul, add_mul, one_mul, Finset.sum_sub_distrib,
    Finset.sum_add_distrib, hends, Finset.sum_const, Finset.card_univ, nsmul_eq_mul,
    smul_zero, add_zero] at hmix
  have hcard : (Fintype.card V : ℝ) < Fintype.card E := by exact_mod_cast h
  have := mul_lt_mul_of_pos_right hcard (Real.log_pos (by norm_num : (1 : ℝ) < 2))
  linarith

end

end BetheConvexity
```

```lean
#print axioms BetheConvexity.betheEntropy_cycle_concaveOn
#print axioms BetheConvexity.betheEntropy_not_concaveOn
```

```
'BetheConvexity.betheEntropy_cycle_concaveOn' depends on axioms: [propext, Classical.choice, Quot.sound]
'BetheConvexity.betheEntropy_not_concaveOn' depends on axioms: [propext, Classical.choice, Quot.sound]
```

## From the inequality to the graph

`relative_log_convex` contains the first two steps: `tangent` is the bound, and `hmul` is the identity Vr = U. `condEntropy_eq` rewrites the conditional entropy as the logarithmic sum; in Lean log 0 is a real number, so the usual 0 log 0 = 0 holds. In `condEntropy_concaveOn`, `le_marg` gives P(x,y) ≤ p(x), `hm` the linearity of the marginal, and `key` the summed inequality.

`sum_ends` turns site sums into edge sums, and `betheEntropy_eq` uses it to regroup S_B. In `betheEntropy_concaveOn`, `hconv` shows that the domain is convex, `hA` treats the edges and `hB` the sites, where injectivity gives `ends tgt v ≤ 1`. The cycle follows because i ↦ i + 1 is injective.

For the failure, `ordered` is the lattice filled with one species. `hmem` and `hzero` show that both such states are consistent and have zero entropy; `hedge` and `hsite` give log 2 in the mixture. `hmix`, the assumed concavity at the midpoint, then contradicts the edge count.
